# Quadratic strain forms with cubic symmetry have exactly three constants

A homogeneous strain is taken here to be a real symmetric 3×3 matrix e, and a quadratic strain energy to be a quadratic form Q on the six-dimensional space of such matrices. The off-diagonal entries are therefore tensor shears e_ij, half the engineering shears. Axes are numbered 0, 1, 2, as in the code.

The claim is that Q(R e Rᵀ) = Q(e) holds for every signed permutation matrix R exactly when there are real a, b, c with

Q(e) = a Σ_i e_ii² + b Σ_{i<j} e_ii e_jj + c Σ_{i<j} e_ij².

For the elastic energy density of a stress-free cubic crystal under small strain, with the axes along the cube edges, a = C₁₁/2, b = C₁₂ and c = 2C₄₄, where the C's are the elastic constants in Voigt's usual numbering from 1 to 6. In this harmonic setting, the total energies at three suitably chosen strains, measured from the energy of the unstrained crystal and divided by its volume, are enough to determine them. If the strain allows atoms to shift within the cell, they have to be relaxed at each strain; kept at fixed fractional coordinates, they give the clamped-ion constants instead. Q is a scalar with no linear term and need not be positive; the strain-dependent matrix Hamiltonian of a degenerate band is a different object.

In Lean 4 with Mathlib:

```lean
import Mathlib

open Matrix

namespace CubicStrainInvariants

noncomputable section
```

## Strains and the cubic group

Sums and real multiples of symmetric matrices are symmetric, so strains form a subspace. An element `e : Strain` carries its matrix as `e.1`.

```lean
/-- The space of strains: real symmetric 3x3 matrices. -/
def Strain : Submodule ℝ (Matrix (Fin 3) (Fin 3) ℝ) where
  carrier := {e | eᵀ = e}
  add_mem' := by
    intro a b ha hb
    change (a + b)ᵀ = a + b
    rw [transpose_add, show aᵀ = a from ha, show bᵀ = b from hb]
  zero_mem' := transpose_zero
  smul_mem' := by
    intro r a ha
    change (r • a)ᵀ = r • a
    rw [transpose_smul, show aᵀ = a from ha]
```

A change of axes R sends e to R e Rᵀ, which is again symmetric because (R e Rᵀ)ᵀ = R eᵀ Rᵀ = R e Rᵀ. The definition accepts any matrix R, reflections included.

```lean
/-- The strain `R e Rᵀ` obtained from `e` by the transformation `R`. -/
def rotate (R : Matrix (Fin 3) (Fin 3) ℝ) (e : Strain) : Strain :=
  ⟨R * e.1 * Rᵀ, by
    change (R * e.1 * Rᵀ)ᵀ = R * e.1 * Rᵀ
    rw [transpose_mul, transpose_mul, transpose_transpose,
      show e.1ᵀ = e.1 from e.2, Matrix.mul_assoc]⟩
```

A permutation σ of the axes and three numbers s_i give the matrix

R_ij = s_i if j = σ(i), and 0 otherwise.

```lean
/-- The matrix with the single nonzero entry `s i` in row `i`, at column `σ i`. -/
def signedPerm (σ : Equiv.Perm (Fin 3)) (s : Fin 3 → ℝ) : Matrix (Fin 3) (Fin 3) ℝ :=
  Matrix.of fun i j => if j = σ i then s i else 0
```

With each s_i equal to +1 or −1, these are the 48 elements of the full cubic point group.

```lean
/-- `R` is a signed permutation matrix, an element of the full cubic point group. -/
def IsSignedPerm (R : Matrix (Fin 3) (Fin 3) ℝ) : Prop :=
  ∃ σ s, (∀ i, s i = 1 ∨ s i = -1) ∧ R = signedPerm σ s
```

Two rotations will be enough for the harder direction. The first is the half-turn diag(−1, −1, 1) about axis 2.

```lean
/-- The twofold rotation about the third cubic axis. -/
def twofold : Matrix (Fin 3) (Fin 3) ℝ := signedPerm 1 ![-1, -1, 1]
```

The second is the threefold rotation about the body diagonal, with σ(i) = i + 1 modulo 3 and all signs positive.

```lean
/-- The threefold rotation about the body diagonal, permuting the axes cyclically. -/
def threefold : Matrix (Fin 3) (Fin 3) ℝ := signedPerm (finRotate 3) fun _ => 1
```

The candidate energy is written out entry by entry. At this point it is just a real-valued function of e. It is called the cubic form below because of its symmetry; its degree in e is two.

```lean
/-- The quadratic strain expression with three constants `a`, `b`, `c`. -/
def cubicForm (a b c : ℝ) (e : Strain) : ℝ :=
  a * (e.1 0 0 ^ 2 + e.1 1 1 ^ 2 + e.1 2 2 ^ 2)
    + b * (e.1 0 0 * e.1 1 1 + e.1 0 0 * e.1 2 2 + e.1 1 1 * e.1 2 2)
    + c * (e.1 0 1 ^ 2 + e.1 0 2 ^ 2 + e.1 1 2 ^ 2)
```

Six coordinates describe a strain: the diagonal x, y, z and the shears u = e_12, v = e_02, w = e_01. They follow Voigt's order, but without his factor 2 in the shears.

```lean
/-- The strain with diagonal `x, y, z` and shears `u`, `v`, `w` in the entries `1 2`, `0 2`, `0 1`
and their mirror images. -/
def voigt (x y z u v w : ℝ) : Strain :=
  ⟨!![x, w, v; w, y, u; v, u, z], by
    change (!![x, w, v; w, y, u; v, u, z])ᵀ = !![x, w, v; w, y, u; v, u, z]
    ext i j
    fin_cases i <;> fin_cases j <;> rfl⟩
```

Symmetry gives e_ij = e_ji,

```lean
lemma strain_symm (e : Strain) (i j : Fin 3) : e.1 i j = e.1 j i :=
  congrFun (congrFun (show e.1ᵀ = e.1 from e.2) j) i
```

so every strain is recovered from its six coordinates,

```lean
lemma eq_voigt (e : Strain) :
    e = voigt (e.1 0 0) (e.1 1 1) (e.1 2 2) (e.1 1 2) (e.1 0 2) (e.1 0 1) := by
  apply Subtype.ext
  ext i j
  fin_cases i <;> fin_cases j <;> first | rfl | exact strain_symm e _ _
```

in which the cubic form reads a(x² + y² + z²) + b(xy + xz + yz) + c(w² + v² + u²).

```lean
lemma cubicForm_voigt (a b c x y z u v w : ℝ) :
    cubicForm a b c (voigt x y z u v w) = a * (x ^ 2 + y ^ 2 + z ^ 2)
      + b * (x * y + x * z + y * z) + c * (w ^ 2 + v ^ 2 + u ^ 2) := by
  rfl
```

## The cubic form is invariant

In (R e Rᵀ)_ij = Σ_kl R_ik e_kl R_jl only k = σ(i) and l = σ(j) survive, hence

(R e Rᵀ)_ij = s_i s_j e_σ(i)σ(j).

```lean
/-- The `i j` entry of the strain transformed by `signedPerm σ s` is `s i * s j` times the `σ i`, `σ
j` entry of `e`. -/
theorem rotate_signedPerm_apply (σ : Equiv.Perm (Fin 3)) (s : Fin 3 → ℝ) (e : Strain)
    (i j : Fin 3) :
    (rotate (signedPerm σ s) e).1 i j = s i * s j * e.1 (σ i) (σ j) := by
  simp only [rotate, signedPerm, Matrix.mul_apply, transpose_apply, of_apply, ite_mul,
    mul_ite, zero_mul, mul_zero, Finset.sum_ite_eq', Finset.mem_univ, if_true]
  ring
```

Two identities hold for symmetric e:

(Σ_i e_ii)² = Σ_i e_ii² + 2 Σ_{i<j} e_ii e_jj
Σ_ij e_ij² = Σ_i e_ii² + 2 Σ_{i<j} e_ij².

Solving them for the sums over i < j turns the cubic form into

(a − b/2 − c/2) Σ_i e_ii² + (b/2)(Σ_i e_ii)² + (c/2) Σ_ij e_ij².

```lean
/-- The cubic form is a combination of the sum of squared diagonal strains, the squared
trace and the sum of all squared components. -/
theorem cubicForm_split (a b c : ℝ) (e : Strain) :
    cubicForm a b c e = (a - b / 2 - c / 2) * ∑ i, e.1 i i ^ 2
      + b / 2 * (∑ i, e.1 i i) ^ 2 + c / 2 * ∑ i, ∑ j, e.1 i j ^ 2 := by
  simp only [Fin.sum_univ_three, cubicForm]
  rw [strain_symm e 1 0, strain_symm e 2 0, strain_symm e 2 1]
  ring
```

Since s_i² = 1, a signed permutation sends e_ii to e_σ(i)σ(i) and e_ij² to e_σ(i)σ(j)². Each of the three sums is merely reordered. In the proof, `h1`, `h2` and `h3` are these three statements, and `Equiv.sum_comp` does the reordering.

```lean
/-- The cubic form is unchanged by every signed permutation of the axes. -/
theorem cubicForm_invariant (a b c : ℝ) {R : Matrix (Fin 3) (Fin 3) ℝ}
    (hR : IsSignedPerm R) (e : Strain) :
    cubicForm a b c (rotate R e) = cubicForm a b c e := by
  obtain ⟨σ, s, hs', rfl⟩ := hR
  have hs : ∀ i, s i * s i = 1 := fun i => by rcases hs' i with h | h <;> rw [h] <;> norm_num
  have hd : ∀ i, (rotate (signedPerm σ s) e).1 i i = e.1 (σ i) (σ i) := fun i => by
    rw [rotate_signedPerm_apply, hs, one_mul]
  -- each of the three sums is merely reordered
  have h1 : ∑ i, (rotate (signedPerm σ s) e).1 i i ^ 2 = ∑ i, e.1 i i ^ 2 := by
    refine Eq.trans ?_ (Equiv.sum_comp σ (fun i => e.1 i i ^ 2))
    exact Finset.sum_congr rfl fun i _ => by rw [hd]
  have h2 : ∑ i, (rotate (signedPerm σ s) e).1 i i = ∑ i, e.1 i i := by
    refine Eq.trans ?_ (Equiv.sum_comp σ (fun i => e.1 i i))
    exact Finset.sum_congr rfl fun i _ => hd i
  have h3 : ∑ i, ∑ j, (rotate (signedPerm σ s) e).1 i j ^ 2 = ∑ i, ∑ j, e.1 i j ^ 2 := by
    refine Eq.trans ?_ (Equiv.sum_comp σ (fun i => ∑ j, e.1 i j ^ 2))
    refine Finset.sum_congr rfl fun i _ => ?_
    refine Eq.trans ?_ (Equiv.sum_comp σ (fun j => e.1 (σ i) j ^ 2))
    refine Finset.sum_congr rfl fun j _ => ?_
    rw [rotate_signedPerm_apply]
    linear_combination e.1 (σ i) (σ j) ^ 2 * (s j * s j) * hs i
      + e.1 (σ i) (σ j) ^ 2 * hs j
  rw [cubicForm_split, cubicForm_split, h1, h2, h3]
```

## Two rotations force the form

Write Q(x,y,z,u,v,w) for the value of Q in the six coordinates. The entry formula turns the two symmetries into

Q(x,y,z,u,v,w) = Q(x,y,z,−u,−v,w) (`hZ`)
Q(x,y,z,u,v,w) = Q(y,z,x,v,w,u) (`hC`).

Applying the threefold rotation, then the half-turn, then the threefold rotation backwards gives a half-turn about axis 0:

Q(x,y,z,u,v,w) = Q(x,y,z,u,−v,−w) (`hX`).

Combining the two half-turns gives the sign pattern (−u, v, −w). Q therefore equals its average over the four patterns

(u,v,w), (−u,−v,w), (u,−v,−w), (−u,v,−w).

Each shear changes sign in two of the four, and so does each product of two different shears. All cross terms containing a shear average to zero. Let A, …, F be the unit strains belonging to x, …, w, and let P(S,T) = Q(S+T) − Q(S) − Q(T) be the coefficient of a cross term (`QuadraticMap.polar`). What remains is

Q = x²Q(A) + y²Q(B) + z²Q(C) + u²Q(D) + v²Q(E) + w²Q(F) + xy P(A,B) + xz P(A,C) + yz P(B,C).

This is `key`: the code expands Q in the unit strains and adds the three sign relations with weight 1/4.

Now average over the three cyclic orderings supplied by `hC`. Each of the three groups of coefficients is replaced by its mean:

a = [Q(A) + Q(B) + Q(C)]/3
b = [P(A,B) + P(A,C) + P(B,C)]/3
c = [Q(D) + Q(E) + Q(F)]/3.

The last `linear_combination` is this average. Only the two rotations were used, and they generate the tetrahedral rotation group, which has 12 of the 48 elements of the full cubic group.

```lean
/-- Invariance under the two rotations `twofold` and `threefold` already forces a quadratic form in
the strain to equal `cubicForm a b c` for some real `a`, `b`, `c`. -/
theorem cubicForm_of_tetrahedral (Q : QuadraticForm ℝ Strain)
    (h2 : ∀ e, Q (rotate twofold e) = Q e) (h3 : ∀ e, Q (rotate threefold e) = Q e) :
    ∃ a b c : ℝ, ∀ e, Q e = cubicForm a b c e := by
  have hZ : ∀ x y z u v w, Q (voigt x y z u v w) = Q (voigt x y z (-u) (-v) w) := by
    intro x y z u v w
    rw [← h2 (voigt x y z u v w)]
    congr 1
    apply Subtype.ext
    ext i j
    rw [twofold, rotate_signedPerm_apply]
    fin_cases i <;> fin_cases j <;> simp [voigt]
  have hC : ∀ x y z u v w, Q (voigt x y z u v w) = Q (voigt y z x v w u) := by
    intro x y z u v w
    rw [← h3 (voigt x y z u v w)]
    congr 1
    apply Subtype.ext
    ext i j
    rw [threefold, rotate_signedPerm_apply, one_mul, one_mul]
    fin_cases i <;> fin_cases j <;> rfl
  -- a second twofold axis is the first one turned by the threefold rotation
  have hX : ∀ x y z u v w, Q (voigt x y z u v w) = Q (voigt x y z u (-v) (-w)) :=
    fun x y z u v w => (hC x y z u v w).trans
      ((hZ y z x v w u).trans (hC x y z u (-v) (-w)).symm)
  obtain ⟨A, B, C, D, E, F, hE⟩ : ∃ A B C D E F : Strain, ∀ x y z u v w : ℝ,
      voigt x y z u v w = x • A + (y • B + (z • C + (u • D + (v • E + w • F)))) := by
    refine ⟨voigt 1 0 0 0 0 0, voigt 0 1 0 0 0 0, voigt 0 0 1 0 0 0, voigt 0 0 0 1 0 0,
      voigt 0 0 0 0 1 0, voigt 0 0 0 0 0 1, fun x y z u v w => ?_⟩
    apply Subtype.ext
    ext i j
    fin_cases i <;> fin_cases j <;> simp [voigt]
  have hadd : ∀ s t : Strain, Q (s + t) = Q s + Q t + QuadraticMap.polar Q s t := by
    intro s t
    simp only [QuadraticMap.polar]
    ring
  -- averaging over the twofold rotations removes every cross term with a shear
  have key : ∀ x y z u v w : ℝ, Q (voigt x y z u v w) =
      x ^ 2 * Q A + y ^ 2 * Q B + z ^ 2 * Q C + u ^ 2 * Q D + v ^ 2 * Q E + w ^ 2 * Q F
      + x * y * QuadraticMap.polar Q A B + x * z * QuadraticMap.polar Q A C
      + y * z * QuadraticMap.polar Q B C := by
    intro x y z u v w
    have k1 := hZ x y z u v w
    have k2 := hX x y z u v w
    have k3 := k1.trans (hX x y z (-u) (-v) w)
    simp only [hE, hadd, QuadraticMap.map_smul, QuadraticMap.polar_add_right,
      QuadraticMap.polar_smul_left, QuadraticMap.polar_smul_right, smul_eq_mul] at k1 k2 k3 ⊢
    linear_combination (k1 + k2 + k3) / 4
  -- averaging over the threefold axis equalises the remaining coefficients
  refine ⟨(Q A + Q B + Q C) / 3, (QuadraticMap.polar Q A B + QuadraticMap.polar Q A C
    + QuadraticMap.polar Q B C) / 3, (Q D + Q E + Q F) / 3, fun e => ?_⟩
  rw [eq_voigt e, cubicForm_voigt]
  generalize e.1 0 0 = x, e.1 1 1 = y, e.1 2 2 = z, e.1 1 2 = u, e.1 0 2 = v, e.1 0 1 = w
  linear_combination 2 / 3 * hC x y z u v w + 1 / 3 * hC y z x v w u
    + (key x y z u v w + key y z x v w u + key z x y w u v) / 3
```

Both rotations are signed permutations, so full cubic invariance implies the hypotheses just used. The converse is the invariance of the cubic form. Together they give the equivalence, with the invariance condition on the left and the existence of a, b, c on the right.

```lean
/-- A quadratic form in the strain is invariant under all signed permutation matrices
if and only if it is a cubic form with some real constants `a`, `b`, `c`. -/
theorem cubic_invariant_iff (Q : QuadraticForm ℝ Strain) :
    (∀ R, IsSignedPerm R → ∀ e, Q (rotate R e) = Q e) ↔
      ∃ a b c : ℝ, ∀ e, Q e = cubicForm a b c e := by
  constructor
  · intro h
    refine cubicForm_of_tetrahedral Q (h _ ⟨_, _, ?_, rfl⟩) (h _ ⟨_, _, ?_, rfl⟩)
    · intro i
      fin_cases i <;> simp
    · exact fun _ => Or.inl rfl
  · rintro ⟨a, b, c, h⟩ R hR e
    rw [h, h, cubicForm_invariant a b c hR]
```

## Three independent constants

Each term of the cubic form is a product of two linear functions of e, so any real a, b, c define a genuine quadratic form. The code builds it from the entry maps `L i j`.

```lean
/-- Every choice of the three constants is realised by a quadratic form in the strain. -/
theorem exists_quadraticForm (a b c : ℝ) :
    ∃ Q : QuadraticForm ℝ Strain, ∀ e, Q e = cubicForm a b c e := by
  let L : Fin 3 → Fin 3 → (Strain →ₗ[ℝ] ℝ) := fun i j =>
    { toFun := fun e => e.1 i j
      map_add' := fun _ _ => rfl
      map_smul' := fun _ _ => rfl }
  let P := fun i j k l => QuadraticMap.linMulLin (L i j) (L k l)
  refine ⟨a • (P 0 0 0 0 + P 1 1 1 1 + P 2 2 2 2) + b • (P 0 0 1 1 + P 0 0 2 2 + P 1 1 2 2)
    + c • (P 0 1 0 1 + P 0 2 0 2 + P 1 2 1 2), fun e => ?_⟩
  change a * (e.1 0 0 * e.1 0 0 + e.1 1 1 * e.1 1 1 + e.1 2 2 * e.1 2 2)
    + b * (e.1 0 0 * e.1 1 1 + e.1 0 0 * e.1 2 2 + e.1 1 1 * e.1 2 2)
    + c * (e.1 0 1 * e.1 0 1 + e.1 0 2 * e.1 0 2 + e.1 1 2 * e.1 1 2) = cubicForm a b c e
  unfold cubicForm
  ring
```

The constants can also be read off from values. The strain diag(1,0,0) gives a, diag(1,1,0) gives 2a + b, and the shear w = 1 alone gives c. Two triples that define the same function are therefore equal.

```lean
/-- The three constants are determined by the values of the cubic form. -/
theorem constants_unique {a b c a' b' c' : ℝ}
    (h : ∀ e, cubicForm a b c e = cubicForm a' b' c' e) : a = a' ∧ b = b' ∧ c = c' := by
  have h1 := h (voigt 1 0 0 0 0 0)
  have h2 := h (voigt 1 1 0 0 0 0)
  have h3 := h (voigt 0 0 0 0 0 1)
  rw [cubicForm_voigt, cubicForm_voigt] at h1 h2 h3
  refine ⟨?_, ?_, ?_⟩ <;> linarith
```

## When the cubic form is isotropic

Invariance under every orthogonal R holds exactly when c = 2a − b, which for elastic constants reads 2C₄₄ = C₁₁ − C₁₂.

For necessity, rotate e = diag(1,−1,0) about axis 2 by the angle with cosine 3/5 and sine 4/5. The result has diagonal (−7/25, 7/25, 0) and shear w = 24/25. Equal values before and after require

2a − b = (49/625)(2a − b) + (576/625)c,

so c = 2a − b.

For sufficiency, put c = 2a − b in the split form. The coefficient of Σ_i e_ii² vanishes, and since Σ_ij e_ij² = tr(e²) for symmetric e,

Q(e) = (b/2)(tr e)² + (a − b/2) tr(e²).

Because RᵀR = 1, (R e Rᵀ)² = R e² Rᵀ, and cyclicity of the trace leaves both traces unchanged. These steps are `ht`, `hsq` and `hc` in the code.

```lean
/-- The cubic form is invariant under all orthogonal matrices if and only if
`c = 2 a - b`. -/
theorem isotropic_iff (a b c : ℝ) :
    (∀ R : Matrix (Fin 3) (Fin 3) ℝ, R * Rᵀ = 1 →
      ∀ e, cubicForm a b c (rotate R e) = cubicForm a b c e) ↔ c = 2 * a - b := by
  constructor
  · intro h
    -- rotate a pure diagonal shear by the angle with cosine 3/5
    let R : Matrix (Fin 3) (Fin 3) ℝ := !![3/5, -4/5, 0; 4/5, 3/5, 0; 0, 0, 1]
    have hR : R * Rᵀ = 1 := by
      ext i j
      simp only [Matrix.mul_apply, Fin.sum_univ_three, transpose_apply]
      fin_cases i <;> fin_cases j <;> simp [R] <;> norm_num
    have hr : rotate R (voigt 1 (-1) 0 0 0 0) = voigt (-7/25) (7/25) 0 0 0 (24/25) := by
      apply Subtype.ext
      ext i j
      change (R * (voigt 1 (-1) 0 0 0 0).1 * Rᵀ) i j = _
      simp only [Matrix.mul_apply, Fin.sum_univ_three, transpose_apply]
      fin_cases i <;> fin_cases j <;> simp [R, voigt] <;> norm_num
    have := h R hR (voigt 1 (-1) 0 0 0 0)
    rw [hr, cubicForm_voigt, cubicForm_voigt] at this
    linarith
  · rintro rfl R hR e
    have hR' : Rᵀ * R = 1 := mul_eq_one_comm.mp hR
    -- in the isotropic case only the traces of e and of e² enter
    have ht : ∀ f : Strain, cubicForm a b (2 * a - b) f =
        b / 2 * (trace f.1) ^ 2 + (a - b / 2) * trace (f.1 * f.1) := by
      intro f
      simp only [trace_fin_three, Matrix.mul_apply, Fin.sum_univ_three, cubicForm]
      rw [strain_symm f 1 0, strain_symm f 2 0, strain_symm f 2 1]
      ring
    have hc : ∀ M : Matrix (Fin 3) (Fin 3) ℝ, trace (R * M * Rᵀ) = trace M := fun M => by
      rw [trace_mul_cycle, hR', Matrix.one_mul]
    have hsq : (R * e.1 * Rᵀ) * (R * e.1 * Rᵀ) = R * (e.1 * e.1) * Rᵀ := by
      calc (R * e.1 * Rᵀ) * (R * e.1 * Rᵀ) = R * e.1 * (Rᵀ * R) * e.1 * Rᵀ := by
            simp only [Matrix.mul_assoc]
        _ = R * (e.1 * e.1) * Rᵀ := by
            rw [hR', Matrix.mul_one, Matrix.mul_assoc R e.1 e.1]
    rw [ht, ht]
    change b / 2 * (trace (R * e.1 * Rᵀ)) ^ 2
      + (a - b / 2) * trace ((R * e.1 * Rᵀ) * (R * e.1 * Rᵀ)) = _
    rw [hsq, hc, hc]

end

end CubicStrainInvariants
```

## A numerical instance

Take a = 1, b = 1, c = 3 and e = diag(1,−1,0). Then Q(e) = 1 + 1 − 1 = 1. The threefold rotation gives diag(−1,0,1), whose value is again 1 + 1 − 1 = 1. The rotation with cosine 3/5 gives instead

49/625 + 3 · 576/625 = 1777/625 ≈ 2.84,

so this energy is cubic but not isotropic. With c = 2a − b = 1 the same rotation gives 49/625 + 576/625 = 1, the original value.

```lean
#print axioms CubicStrainInvariants.cubic_invariant_iff
-- 'CubicStrainInvariants.cubic_invariant_iff' depends on axioms: [propext, Classical.choice, Quot.sound]
#print axioms CubicStrainInvariants.exists_quadraticForm
-- 'CubicStrainInvariants.exists_quadraticForm' depends on axioms: [propext, Classical.choice, Quot.sound]
#print axioms CubicStrainInvariants.constants_unique
-- 'CubicStrainInvariants.constants_unique' depends on axioms: [propext, Classical.choice, Quot.sound]
#print axioms CubicStrainInvariants.isotropic_iff
-- 'CubicStrainInvariants.isotropic_iff' depends on axioms: [propext, Classical.choice, Quot.sound]
```
